# Operators odd under time reversal have purely imaginary matrix elements between time-reversal-invariant states

In a finite-dimensional state space, let time reversal act by complex conjugation followed by a unitary matrix `Y`, and let every column of `W` be a state it leaves unchanged. The theorem `odd_elements_imaginary` says that if `P` changes sign under time reversal, in the sense that `Y * entryConj P = -(P * Y)`, then every entry of `Wᴴ * P * W` has zero real part. These entries are the matrix elements of `P` between the columns of `W`, which need not be normalised, orthogonal or linearly independent, and `P` need not be Hermitian. The attempt takes a formula for the conjugated matrix elements from the preceding lemma and tries to rewrite it to say that each element's conjugate is its negative, from which the real part must vanish.

An attempt in Lean 4 with a fault in it:

```lean
import Mathlib

open Matrix

namespace OddElementsImaginary

variable {n : ℕ}

/-- The entrywise complex conjugate of a matrix. -/
def entryConj (A : Matrix (Fin n) (Fin n) ℂ) : Matrix (Fin n) (Fin n) ℂ :=
  A.map (starRingEnd ℂ)

/-- Entrywise conjugation respects matrix products. -/
lemma entryConj_mul (A B : Matrix (Fin n) (Fin n) ℂ) :
    entryConj (A * B) = entryConj A * entryConj B := Matrix.map_mul

/-- In a basis `W` of time-reversal-invariant states, with `Y` unitary, conjugating the
matrix elements of `A` amounts to replacing `A W` by `Y conj(A) conj(W)`. -/
theorem conj_matrixElements {Y W : Matrix (Fin n) (Fin n) ℂ}
    (hY : Y ∈ unitaryGroup (Fin n) ℂ) (hr : Y * entryConj W = W)
    (A : Matrix (Fin n) (Fin n) ℂ) :
    entryConj (Wᴴ * A * W) = Wᴴ * (Y * entryConj A) * entryConj W := by
  have hYu : Yᴴ * Y = 1 := mem_unitaryGroup_iff'.mp hY
  have h : entryConj Wᴴ = Wᴴ * Y := by
    calc entryConj Wᴴ = (entryConj W)ᴴ * (Yᴴ * Y) := by
          rw [hYu, Matrix.mul_one]
          rfl
      _ = (Y * entryConj W)ᴴ * Y := by rw [Matrix.conjTranspose_mul, Matrix.mul_assoc]
      _ = Wᴴ * Y := by rw [hr]
  rw [entryConj_mul, entryConj_mul, h]
  simp only [Matrix.mul_assoc]

/-- For unitary `Y` and a basis `W` of time-reversal-invariant states, an operator with
`Y conj(P) = -P Y` has purely imaginary matrix elements. -/
theorem odd_elements_imaginary {Y W : Matrix (Fin n) (Fin n) ℂ}
    (hY : Y ∈ unitaryGroup (Fin n) ℂ) (hr : Y * entryConj W = W)
    {P : Matrix (Fin n) (Fin n) ℂ} (hP : Y * entryConj P = -(P * Y)) (i j : Fin n) :
    ((Wᴴ * P * W) i j).re = 0 := by
  have key := conj_matrixElements hY hr P
  rw [hP, Matrix.mul_neg, Matrix.neg_mul, Matrix.mul_assoc, Matrix.mul_assoc P, hr,
    ← Matrix.mul_assoc] at key
  have h : ((Wᴴ * P * W) i j).re = -((Wᴴ * P * W) i j).re :=
    congrArg Complex.re (congrFun (congrFun key i) j)
  linarith

end OddElementsImaginary
```

Lean reports:

```
Main.lean:40:60: error: Tactic `rewrite` failed: Did not find an occurrence of the pattern
  P * ?M * ?N
in the target expression
  entryConj (Wᴴ * (P * W)) = -(Wᴴ * (P * Y) * entryConj W)

n : ℕ
Y W : Matrix (Fin n) (Fin n) ℂ
hY : Y ∈ unitaryGroup (Fin n) ℂ
hr : Y * entryConj W = W
P : Matrix (Fin n) (Fin n) ℂ
hP : Y * entryConj P = -(P * Y)
i j : Fin n
key : entryConj (Wᴴ * (P * W)) = -(Wᴴ * (P * Y) * entryConj W)
⊢ ((Wᴴ * P * W) i j).re = 0
```

Cause. The error says that `rw` found no product of the form `P * ?M * ?N` when it came to `Matrix.mul_assoc P`. The trouble began one step earlier. The plain `Matrix.mul_assoc` was needed on the right of `key`, but its pattern fits any product grouped to the left, and it matched `Wᴴ * P * W` inside `entryConj` on the left. Once its variables were fixed by that match, it regrouped only that product. The right side kept `Wᴴ * (P * Y) * entryConj W`, in which `P * Y` is not itself multiplied by `entryConj W`, so the next rewrite had nothing to match.

The repair proves the needed identity separately, as `h2`. There `simp only` can regroup as often as necessary, bringing `Y * entryConj W` together so that `hr` turns it into `W`. Rewriting `key` with `h2` then changes the right side to `-(Wᴴ * P * W)` and leaves the left side as it was, so that both sides contain the same product, as the step proving `h` expects.

The repair, with which the file compiles:

```diff
@@ -38,6 +38,7 @@
     ((Wᴴ * P * W) i j).re = 0 := by
   have key := conj_matrixElements hY hr P
-  rw [hP, Matrix.mul_neg, Matrix.neg_mul, Matrix.mul_assoc, Matrix.mul_assoc P, hr,
-    ← Matrix.mul_assoc] at key
+  have h2 : Wᴴ * (P * Y) * entryConj W = Wᴴ * P * W := by
+    simp only [Matrix.mul_assoc, hr]
+  rw [hP, Matrix.mul_neg, Matrix.neg_mul, h2] at key
   have h : ((Wᴴ * P * W) i j).re = -((Wᴴ * P * W) i j).re :=
     congrArg Complex.re (congrFun (congrFun key i) j)
```
